# Of all n-step ±1 paths that reach a site a ≥ 0, at most half end below it

A particle diffuses on a line and reacts when it touches a site at distance a from its start. The simulation ran without an absorber, and only the last frame of each trajectory was saved. Trajectories that end at or beyond a must have touched it. Others touched it and wandered back, and the last frame counts them as unreacted. How many are lost?

For the symmetric walk with unit steps the answer is an exact count.

## The count of passages and the bound of one half

Take all 2ⁿ sequences of n steps, each +1 or −1, starting from 0. Write x_k for the position in frame k, with k = 0, …, n, and let a ≥ 0 be an integer. A path reaches a if x_k = a for some k ≤ n. Then

#(reaches a) = #(x_n ≥ a) + #(x_n > a).

Three consequences follow:

- The missed paths, which reach a but end below it, number exactly #(x_n > a).
- They are at most half of the paths that reach a, and exactly half if and only if no path ends at a.
- The paths that never reach a are as numerous as those with −a ≤ x_n < a.

Giving every path the same weight stands for a particle without drift and without memory. Dividing by 2ⁿ turns each count into a probability.

## Final-frame analysis and tests of hit detection

For a single non-interacting walker with independent, unbiased unit steps, the identity gives the reaction probability from the distribution of final positions, and the bound limits the systematic error of an uncorrected final-frame estimate to a factor of two. Sampling error comes on top.

It also gives a test for code that detects hits during the run. For small n and a ≥ 1, enumerate all paths and compare the number of paths with at least one detected hit with the sum of the two end counts; they must agree exactly. With sampled trajectories they agree only up to statistical error. In either case the paths must continue freely after the hit, because a code that deletes absorbed walkers no longer has the end positions that the right-hand side needs.

## Derivation from the first step

Write R(n, a) for the number of n-step paths that reach a, E(n, a) for the number with x_n ≥ a, and A(n, a) for the number with x_n > a. The claim is R = E + A for a ≥ 0.

**Recursion.** Split the paths of n + 1 steps by their first step s. The remaining n steps form a path with positions y_k, and x_{k+1} = s + y_k. Ending at or above a means y_n ≥ a − s, and likewise for ending above a, so

E(n+1, a) = E(n, a−1) + E(n, a+1)

A(n+1, a) = A(n, a−1) + A(n, a+1).

If a ≠ 0, frame 0 is not a visit to a. Visiting a then means that the remaining path visits a − s, so

R(n+1, a) = R(n, a−1) + R(n, a+1) for a ≠ 0.

Divided by 2ⁿ⁺¹, this is a discrete diffusion equation for the probability R/2ⁿ, with the distance to the target as the coordinate.

**Left-right symmetry.** Let B(n, a) be the number of paths with x_n < −a. After a first step +1 the condition becomes y_n < −(a+1), and after −1 it becomes y_n < −(a−1). So B obeys the same recursion as A. At n = 0 both conditions say a < 0. By induction B(n, a) = A(n, a) for every integer a.

**Boundary a = 0.** Every path visits 0 in frame 0, so R(n, 0) = 2ⁿ. Each path ends either at or above 0 or below it, which gives

2ⁿ = E(n, 0) + B(n, 0) = E(n, 0) + A(n, 0).

**Induction on n.** At n = 0 and a > 0, the only path stays at 0 and all three counts vanish. For n + 1 steps and a ≥ 1, both a − 1 and a + 1 are nonnegative, so the claim holds for each with n steps. Adding the two equations gives it for n + 1.

**Missed paths.** A path with x_n ≥ a ≥ 0 has visited a. This is clear for a = 0, and for a > 0 a path without steps cannot end there. Otherwise the path after the first step ends at or above a − s. Since s ≤ 1, this target is nonnegative, and by induction it has been visited. The paths that reach a therefore consist of the E paths ending at or above a and the M missed ones. From R = E + M and R = E + A,

M = A.

Since E − A is the number of paths ending at a,

R − 2M = E − A = #(x_n = a) ≥ 0,

which is the bound together with its equality case.

**Survivors.** Subtract R from the total and use the symmetry:

2ⁿ − R = (2ⁿ − E) − A = #(x_n < a) − #(x_n < −a) = #(−a ≤ x_n < a).

## Four steps, sixteen paths

For n = 4 the final positions 4, 2, 0, −2, −4 occur 1, 4, 6, 4, 1 times.

Take a = 1. Five paths end at or above 1 and five end above it, so ten reach it. The five missed ones are

++−−, +−+−, +−−+, −++−, +−−−.

No path ends at 1, and exactly half of the passages are missed. The six survivors match the six paths ending at 0.

Take a = 2. Now 5 + 1 = 6 paths reach the target, and only ++−− is missed. The ten survivors match the 6 + 4 paths ending at 0 or −2.

## The Lean file

```lean
import Mathlib

open Finset

namespace FirstPassageCounting

/-- The displacement of one step: `+1` for `true` and `-1` for `false`. -/
def step (s : Bool) : ℤ := if s then 1 else -1

/-- The position of the walker in frame `k`: the sum of its first `k` steps, starting from 0. -/
def pos {n : ℕ} (w : Fin n → Bool) (k : ℕ) : ℤ :=
  ∑ i : Fin n, if (i : ℕ) < k then step (w i) else 0

/-- The walker is at site `a` in at least one of the frames `0, ..., n`. -/
def Reaches {n : ℕ} (w : Fin n → Bool) (a : ℤ) : Prop :=
  ∃ k ≤ n, pos w k = a

/-- The path that makes the step `s` first and then follows `w`. -/
def prepend {n : ℕ} (s : Bool) (w : Fin n → Bool) : Fin (n + 1) → Bool :=
  Fin.cons s w

open Classical in
/-- The number of `n`-step paths with the property `P`. -/
noncomputable def count (n : ℕ) (P : (Fin n → Bool) → Prop) : ℕ :=
  (univ.filter P).card

/-- The paths with property `P` divide into those with and those without property `Q`. -/
theorem count_split (n : ℕ) (P Q : (Fin n → Bool) → Prop) :
    count n P = count n (fun w => P w ∧ Q w) + count n (fun w => P w ∧ ¬ Q w) := by
  classical
  simp only [count, Finset.card_filter]
  rw [← Finset.sum_add_distrib]
  refine Finset.sum_congr rfl fun w _ => ?_
  by_cases hP : P w <;> by_cases hQ : Q w <;> simp [hP, hQ]

/-- First-step decomposition: a count of paths is the sum of the counts for a first step
up and a first step down. -/
theorem count_succ (n : ℕ) (P : (Fin (n + 1) → Bool) → Prop) :
    count (n + 1) P =
      count n (fun w => P (prepend true w)) + count n (fun w => P (prepend false w)) := by
  classical
  simp only [count, Finset.card_filter]
  have h := Equiv.sum_comp (Fin.consEquiv (fun _ : Fin (n + 1) => Bool))
    (fun w => if P w then (1 : ℕ) else 0)
  rw [Fintype.sum_prod_type, Fintype.sum_bool] at h
  exact h.symm

/-- A first step `s` shifts all later positions by its displacement. -/
theorem pos_prepend {n : ℕ} (s : Bool) (w : Fin n → Bool) (k : ℕ) :
    pos (prepend s w) (k + 1) = step s + pos w k := by
  simp [pos, prepend, Fin.sum_univ_succ]

/-- For a target other than the starting site, a path reaches it exactly when the path after
the first step covers the remaining displacement. -/
theorem reaches_prepend {n : ℕ} (s : Bool) (w : Fin n → Bool) {a : ℤ} (ha : a ≠ 0) :
    Reaches (prepend s w) a ↔ Reaches w (a - step s) := by
  constructor
  · rintro ⟨k, hk, h⟩
    cases k with
    | zero => exact absurd (by simpa [pos] using h.symm) ha
    | succ k =>
      rw [pos_prepend] at h
      exact ⟨k, by omega, by omega⟩
  · rintro ⟨k, hk, h⟩
    exact ⟨k + 1, by omega, by rw [pos_prepend]; omega⟩

/-- Left-right symmetry: as many paths end below `-a` as end above `a`. -/
theorem end_symm (n : ℕ) (a : ℤ) :
    count n (fun w => pos w n < -a) = count n (fun w => a < pos w n) := by
  induction n generalizing a with
  | zero =>
    have h : ∀ w : Fin 0 → Bool, pos w 0 < -a ↔ a < pos w 0 := by
      intro w
      simp [pos]
    simp only [h]
  | succ n ih =>
    have t : step true = 1 := rfl
    have f : step false = -1 := rfl
    have h1 : ∀ x : ℤ, step true + x < -a ↔ x < -(a + 1) := fun x => by omega
    have h2 : ∀ x : ℤ, step false + x < -a ↔ x < -(a - 1) := fun x => by omega
    have h3 : ∀ x : ℤ, a < step true + x ↔ a - 1 < x := fun x => by omega
    have h4 : ∀ x : ℤ, a < step false + x ↔ a + 1 < x := fun x => by omega
    simp only [count_succ, pos_prepend, h1, h2, h3, h4]
    have i1 := ih (a + 1)
    have i2 := ih (a - 1)
    omega

/-- A path that ends at or above a site `a ≥ 0` has visited `a`. -/
theorem reaches_of_le_end (n : ℕ) : ∀ (w : Fin n → Bool) (a : ℤ),
    0 ≤ a → a ≤ pos w n → Reaches w a := by
  induction n with
  | zero =>
    intro w a ha h
    have hz : pos w 0 = 0 := by simp [pos]
    exact ⟨0, le_rfl, by omega⟩
  | succ n ih =>
    intro w a ha h
    by_cases h0 : a = 0
    · exact ⟨0, Nat.zero_le _, by simp [pos, h0]⟩
    · obtain ⟨s, v, rfl⟩ : ∃ s v, w = prepend s v :=
        ⟨w 0, Fin.tail w, (Fin.cons_self_tail w).symm⟩
      rw [pos_prepend] at h
      have hs : step s ≤ 1 := by cases s <;> simp [step]
      exact (reaches_prepend s v h0).2 (ih v _ (by omega) (by omega))

/-- For a target `a ≥ 0`, the number of `n`-step paths that ever reach `a` is the number ending
at or above `a` plus the number ending above `a`. -/
theorem first_passage_count (n : ℕ) (a : ℤ) (ha : 0 ≤ a) :
    count n (fun w => Reaches w a) =
      count n (fun w => a ≤ pos w n) + count n (fun w => a < pos w n) := by
  -- boundary value: every path visits its starting site
  have h0 : ∀ m : ℕ, count m (fun w => Reaches w 0) =
      count m (fun w => 0 ≤ pos w m) + count m (fun w => 0 < pos w m) := by
    intro m
    have h1 := count_split m (fun _ => True) (fun w => 0 ≤ pos w m)
    have h2 := end_symm m 0
    have h3 : ∀ w : Fin m → Bool, Reaches w 0 ↔ True := fun w =>
      ⟨fun _ => trivial, fun _ => ⟨0, Nat.zero_le _, by simp [pos]⟩⟩
    simp only [true_and, not_le] at h1
    simp only [neg_zero] at h2
    simp only [h3]
    omega
  induction n generalizing a with
  | zero =>
    rcases eq_or_lt_of_le ha with rfl | hpos
    · exact h0 0
    · have hz : ∀ w : Fin 0 → Bool, pos w 0 = 0 := fun w => by simp [pos]
      have hr : ∀ w : Fin 0 → Bool, Reaches w a ↔ False := by
        intro w
        refine ⟨?_, False.elim⟩
        rintro ⟨k, hk, h⟩
        obtain rfl : k = 0 := by omega
        rw [hz] at h
        omega
      have e1 : ¬ a ≤ 0 := by omega
      have e2 : ¬ a < 0 := by omega
      simp only [hr, hz, e1, e2]
      simp [count]
  | succ n ih =>
    rcases eq_or_lt_of_le ha with rfl | hpos
    · exact h0 (n + 1)
    · -- both sides obey the same first-step recursion
      have t : step true = 1 := rfl
      have f : step false = -1 := rfl
      have hne : a ≠ 0 := by omega
      have h1 : ∀ (s : Bool) (x : ℤ), a ≤ step s + x ↔ a - step s ≤ x :=
        fun s x => by omega
      have h2 : ∀ (s : Bool) (x : ℤ), a < step s + x ↔ a - step s < x :=
        fun s x => by omega
      simp only [count_succ, reaches_prepend _ _ hne, pos_prepend, h1, h2]
      have i1 := ih (a - step true) (by omega)
      have i2 := ih (a - step false) (by omega)
      omega

/-- For `a ≥ 0`, the paths that reach `a` but end below it are as numerous as the paths
that end above `a`. -/
theorem missed_count (n : ℕ) (a : ℤ) (ha : 0 ≤ a) :
    count n (fun w => Reaches w a ∧ pos w n < a) = count n (fun w => a < pos w n) := by
  have hs := count_split n (fun w => Reaches w a) (fun w => a ≤ pos w n)
  have h : ∀ w : Fin n → Bool, (Reaches w a ∧ a ≤ pos w n) ↔ a ≤ pos w n :=
    fun w => ⟨fun h => h.2, fun h => ⟨reaches_of_le_end n w a ha h, h⟩⟩
  simp only [h, not_le] at hs
  have hm := first_passage_count n a ha
  omega

/-- For `a ≥ 0`, at most half of the paths that reach `a` end below it, and it is exactly half
if and only if no `n`-step path ends at `a`. -/
theorem missed_at_most_half (n : ℕ) (a : ℤ) (ha : 0 ≤ a) :
    2 * count n (fun w => Reaches w a ∧ pos w n < a) ≤ count n (fun w => Reaches w a) ∧
    (2 * count n (fun w => Reaches w a ∧ pos w n < a) = count n (fun w => Reaches w a) ↔
      ∀ w : Fin n → Bool, pos w n ≠ a) := by
  have hs := count_split n (fun w => a ≤ pos w n) (fun w => a < pos w n)
  have h1 : ∀ x : ℤ, (a ≤ x ∧ a < x) ↔ a < x := fun x => by omega
  have h2 : ∀ x : ℤ, (a ≤ x ∧ ¬ a < x) ↔ x = a := fun x => by omega
  simp only [h1, h2] at hs
  have h3 : count n (fun w => pos w n = a) = 0 ↔ ∀ w : Fin n → Bool, pos w n ≠ a := by
    simp [count, Finset.filter_eq_empty_iff]
  rw [missed_count n a ha, first_passage_count n a ha, ← h3]
  constructor <;> omega

/-- For `a ≥ 0`, the paths that never reach `a` are as numerous as the paths that end at a
site `x` with `-a ≤ x < a`. -/
theorem survival_count (n : ℕ) (a : ℤ) (ha : 0 ≤ a) :
    count n (fun w => ¬ Reaches w a) = count n (fun w => -a ≤ pos w n ∧ pos w n < a) := by
  have s1 := count_split n (fun _ => True) (fun w => Reaches w a)
  have s2 := count_split n (fun _ => True) (fun w => a ≤ pos w n)
  have s3 := count_split n (fun w => pos w n < a) (fun w => -a ≤ pos w n)
  have h1 : ∀ x : ℤ, (x < a ∧ -a ≤ x) ↔ (-a ≤ x ∧ x < a) := fun x => by omega
  have h2 : ∀ x : ℤ, (x < a ∧ ¬ -a ≤ x) ↔ x < -a := fun x => by omega
  simp only [true_and] at s1
  simp only [true_and, not_le] at s2
  simp only [h1, h2] at s3
  have hm := first_passage_count n a ha
  have hsym := end_symm n a
  omega

end FirstPassageCounting
```

```lean
#print axioms FirstPassageCounting.missed_at_most_half
#print axioms FirstPassageCounting.survival_count
```

```
'FirstPassageCounting.missed_at_most_half' depends on axioms: [propext, Classical.choice, Quot.sound]
'FirstPassageCounting.survival_count' depends on axioms: [propext, Classical.choice, Quot.sound]
```

## Paths as Boolean strings

A path is a function `w : Fin n → Bool`, with `true` for a step up and `false` for a step down. Its steps are numbered from 0 to n − 1, and `pos w k` adds those with index below k, so it is x_k. `Reaches w a` says that some frame `k ≤ n` has position exactly a. `count n P` is the number of all n-step paths with property `P`.

`first_passage_count` is the identity R = E + A, for every natural number n and every integer a with `0 ≤ a`. The sign condition does real work: at n = 0 and a = −1 the identity would read 0 = 2. A target on the left is handled by exchanging left and right.

`missed_count` gives M = A. `missed_at_most_half` states the bound as 2M ≤ R, without a division, and adds the equality case. For a > n nothing reaches the target, and the equality reads 0 = 0. `survival_count` is the statement about the window −a ≤ x_n < a.

## From the first-step lemmas to the theorems

`count_split` divides a set of paths by a second property. `count_succ` is the split by first step: it identifies a path of n + 1 steps with a pair of first step and remainder. `pos_prepend` is x_{k+1} = s + y_k, and `reaches_prepend` is the shift of the target to a − s, where the hypothesis `a ≠ 0` excludes a visit in frame 0.

`end_symm` proves B = A by induction. The induction is `generalizing a`, because the recursion calls on the neighbouring targets a − 1 and a + 1. `reaches_of_le_end` is the argument that a path cannot end at or beyond a without visiting it.

In `first_passage_count`, the auxiliary statement `h0` settles the boundary a = 0 for all lengths. The induction then rewrites both sides with the first-step lemmas, takes the hypothesis at the two shifted targets as `i1` and `i2`, and leaves the addition to `omega`, a tactic for linear integer arithmetic. The last three theorems combine this identity with suitable splits, and `omega` again does the subtraction.

The argument compares numbers of paths. It does not reflect a path after its first visit to a, as the reflection principle does, and it supplies no pairing of individual missed paths with paths ending above a.

## Scope: independent, unbiased unit steps

The theorems hold for every finite n and every integer a ≥ 0, with no asymptotic approximation. They concern the complete set of paths, so they say nothing about the scatter in a finite sample, the quality of a random number generator or the correctness of a particular program.

The final-frame test in the bound is x_n ≥ a. A test for x_n = a is much weaker: in the example with n = 4 and a = 1 it would miss all ten passages.

Equal weights matter as well. If a step up has probability p, with 0 < p < 1/2, then for n = 2 and a = 1 the target is reached exactly when the first step is up. The passage is missed when the second step is down, so the missed share is 1 − p, which exceeds one half. A drift away from the target can therefore break the bound.

Unit steps ensure that the walker lands on every site it passes. With longer jumps it can cross a without visiting it, and "reached" would need another definition. The file also leaves aside continuous Brownian motion, interacting particles, a second absorber, higher dimensions and the distribution of first-passage times.
